# The second-order energies of a finite nondegenerate system sum to zero under a Hermitian perturbation

Suppose the second-order shifts of all levels of a small matrix Hamiltonian are computed one level at a time, and in one of them the energy denominator of a nonzero term has the wrong sign. Looked at singly, the shifts may all seem plausible. Their total gives the error away, because the correct shifts add to zero.

The physical problem is a system with energies $E_n$ and states $|n\rangle$, perturbed by $V$, so that its Hamiltonian is $H_0+tV$ with a real strength $t$ (often written $\lambda$). The states are finite in number, the levels are pairwise distinct and $V$ is Hermitian. Finiteness matters: a harmonic oscillator in a uniform field has infinitely many levels, all lowered by the same amount at second order, and those shifts do not sum to zero.

In Lean the states are labelled by a type `ι`, the levels are a real function `E`, and `V k n` is the matrix element $V_{kn}=\langle k|V|n\rangle$.

```lean
import Mathlib

open Matrix

namespace SecondOrderSumRule

noncomputable section

variable {ι : Type*} {E : ι → ℝ} {V : Matrix ι ι ℂ}
```

## Opposite contributions of a pair of states

Hermiticity means $V_{nk}=\overline{V_{kn}}$, which is `hV.apply n k` in Lean. Hence

$$V_{nk}V_{kn}=\overline{V_{kn}}\,V_{kn}=|V_{kn}|^2 .$$

```lean
/-- For a Hermitian perturbation the product of the two opposite couplings between
`n` and `k` is the squared modulus of either. -/
theorem coupling_mul (hV : V.IsHermitian) (n k : ι) :
    V n k * V k n = ((‖V k n‖ ^ 2 : ℝ) : ℂ) := by
  rw [← hV.apply n k, mul_comm, ← Complex.normSq_eq_norm_sq]
  exact Complex.mul_conj _
```

The two couplings therefore have equal modulus, while exchanging the states reverses the energy difference:

$$\frac{|V_{nk}|^2}{E_k-E_n}=-\frac{|V_{kn}|^2}{E_n-E_k}.$$

Whatever $k$ adds to level $n$, $n$ takes from level $k$.

```lean
/-- For Hermitian `V`, the second-order contribution of state `n` to level `k` is minus
that of state `k` to level `n`. -/
theorem contribution_antisymm (hV : V.IsHermitian) (n k : ι) :
    ‖V n k‖ ^ 2 / (E k - E n) = -(‖V k n‖ ^ 2 / (E n - E k)) := by
  have hs : ‖V n k‖ = ‖V k n‖ := by rw [← hV.apply n k, norm_star]
  rw [hs, ← neg_sub (E n) (E k), div_neg]
```

## Energies defined by the perturbation equations

In the basis of unperturbed states, $H_0$ is diagonal.

```lean
variable [Fintype ι] [DecidableEq ι]

/-- The unperturbed Hamiltonian, diagonal with the levels `E`. -/
def H0 (E : ι → ℝ) : Matrix ι ι ℂ := diagonal fun n => (E n : ℂ)
```

The textbook second-order energy of level $n$ is

$$\varepsilon_n=\sum_{k\neq n}\frac{|V_{kn}|^2}{E_n-E_k}.$$

```lean
/-- The second-order energy of level `n`, for `E n` different from all other levels. -/
def secondOrderEnergy (E : ι → ℝ) (V : Matrix ι ι ℂ) (n : ι) : ℝ :=
  ∑ k ∈ Finset.univ.erase n, ‖V k n‖ ^ 2 / (E n - E k)
```

A sum rule stated for this formula alone would say less than it seems to. Lean sets $x/0=0$, so a term $k=n$ can be added without effect, but the formula also returns a number when coupled levels coincide and that number is no energy correction. What counts as a correction is therefore defined separately.

Insert $|n\rangle+t\varphi+t^2\chi+\dots$ and $E_n+te_1+t^2e_2+\dots$ into the eigenvalue equation of $H_0+tV$. The orders $t$ and $t^2$ give

$$H_0\varphi+V|n\rangle=E_n\varphi+e_1|n\rangle,$$

$$H_0\chi+V\varphi=E_n\chi+e_1\varphi+e_2|n\rangle .$$

`IsCorrection E V n e1 e2` says that some vectors $\varphi,\chi$ satisfy both equations; `Pi.single n 1` is $|n\rangle$. The component $\varphi_n$ is left free. Intermediate normalisation would set it to zero, with the same energies.

```lean
/-- The numbers `e1`, `e2` are energy corrections of level `n`: with some state corrections
`φ`, `χ` they solve the Rayleigh-Schroedinger equations of first and second order. -/
def IsCorrection (E : ι → ℝ) (V : Matrix ι ι ℂ) (n : ι) (e1 e2 : ℝ) : Prop :=
  ∃ φ χ : ι → ℂ,
    H0 E *ᵥ φ + V *ᵥ Pi.single n 1 = (E n : ℂ) • φ + (e1 : ℂ) • Pi.single n 1 ∧
    H0 E *ᵥ χ + V *ᵥ φ = (E n : ℂ) • χ + (e1 : ℂ) • φ + (e2 : ℂ) • Pi.single n 1
```

## The equations fix both energies

For $k\neq n$, component $k$ of the first-order equation reads $(E_n-E_k)\varphi_k=V_{kn}$. Therefore

$$(V\varphi)_n=V_{nn}\varphi_n+\sum_{k\ne n}V_{nk}\varphi_k
=V_{nn}\varphi_n+\sum_{k\neq n}\frac{|V_{kn}|^2}{E_n-E_k}.$$

The proof splits off the term $k=n$ and compares the rest term by term. If $E_k=E_n$, the equation itself forces $V_{kn}=0$, and that state contributes nothing.

```lean
/-- If `φ` has the first-order amplitudes on all states other than `n` and `V` is Hermitian,
then the `n` component of `V φ` is `V n n * φ n` plus the second-order energy. -/
theorem mulVec_firstOrder (hV : V.IsHermitian) {n : ι} {φ : ι → ℂ}
    (h : ∀ k, k ≠ n → ((E n : ℂ) - E k) * φ k = V k n) :
    (V *ᵥ φ) n = V n n * φ n + (secondOrderEnergy E V n : ℂ) := by
  have split : (V *ᵥ φ) n = V n n * φ n + ∑ k ∈ Finset.univ.erase n, V n k * φ k :=
    (Finset.add_sum_erase _ (fun k => V n k * φ k) (Finset.mem_univ n)).symm
  rw [split, secondOrderEnergy, Complex.ofReal_sum]
  congr 1
  apply Finset.sum_congr rfl
  intro k hk
  have hk' := h k (Finset.ne_of_mem_erase hk)
  by_cases hd : (E n : ℂ) - E k = 0
  · -- a degenerate partner can only occur with vanishing coupling
    have h0 : V k n = 0 := by rw [← hk', hd, zero_mul]
    rw [← hV.apply n k, h0]
    simp
  · rw [Complex.ofReal_div, ← coupling_mul hV, Complex.ofReal_sub, eq_div_iff hd]
    linear_combination V n k * hk'
```

Component $n$ of the first-order equation is $E_n\varphi_n+V_{nn}=E_n\varphi_n+e_1$, so $e_1=V_{nn}$. Component $n$ of the second-order equation is

$$E_n\chi_n+(V\varphi)_n=E_n\chi_n+e_1\varphi_n+e_2 ,$$

so $e_2=(V\varphi)_n-V_{nn}\varphi_n=\varepsilon_n$. In Lean, `congrFun` extracts the components and `linear_combination` does the cancellation. Distinct levels are not assumed here, since a solution is already given.

```lean
/-- For Hermitian `V`, any solution of the perturbation equations has the diagonal element
of `V` as first-order energy and the sum over states as second-order energy. -/
theorem correction_unique (hV : V.IsHermitian) {n : ι} {e1 e2 : ℝ}
    (h : IsCorrection E V n e1 e2) :
    e1 = (V n n).re ∧ e2 = secondOrderEnergy E V n := by
  obtain ⟨φ, χ, h1, h2⟩ := h
  have a := congrFun h1 n
  have b := congrFun h2 n
  simp only [H0, Pi.add_apply, Pi.smul_apply, smul_eq_mul, mulVec_diagonal,
    mulVec_single_one, col_apply, Pi.single_eq_same, mul_one] at a b
  have a' : V n n = (e1 : ℂ) := by linear_combination a
  have c := mulVec_firstOrder (E := E) hV (n := n) (φ := φ) (by
    intro k hk
    have d := congrFun h1 k
    simp only [H0, Pi.add_apply, Pi.smul_apply, smul_eq_mul, mulVec_diagonal,
      mulVec_single_one, col_apply, Pi.single_eq_of_ne hk] at d
    linear_combination (-1 : ℂ) * d)
  have e : (e2 : ℂ) = (secondOrderEnergy E V n : ℂ) := by
    linear_combination c - b + φ n * a'
  exact ⟨by rw [a', Complex.ofReal_re], by exact_mod_cast e⟩
```

## Distinct levels make the equations solvable

When no other level equals $E_n$, one can divide by every gap and set, for $k\neq n$,

$$\varphi_k=\frac{V_{kn}}{E_n-E_k},\qquad
\chi_k=\frac{(V\varphi)_k-V_{nn}\varphi_k}{E_n-E_k}.$$

These satisfy all components $k\ne n$ of the two equations. The components $k=n$ hold because $e_1=V_{nn}$ and $e_2=\varepsilon_n$. The local statement `solve` performs the division for both vectors, and the four cases at the end are the two equations at $k=n$ and at $k\neq n$. Distinctness enters as `hE : Function.Injective E`. `(V n n).re` is the real number $V_{nn}$, the diagonal of a Hermitian matrix being real.

```lean
/-- For pairwise distinct levels and Hermitian `V`, the textbook first- and second-order
energies solve the perturbation equations. -/
theorem correction_exists (hE : Function.Injective E) (hV : V.IsHermitian) (n : ι) :
    IsCorrection E V n (V n n).re (secondOrderEnergy E V n) := by
  have hreal : ((V n n).re : ℂ) = V n n := Complex.conj_eq_iff_re.mp (hV.apply n n)
  -- distinct levels let us divide by every energy gap
  have solve : ∀ w : ι → ℂ, ∃ φ : ι → ℂ,
      ∀ k, k ≠ n → ((E n : ℂ) - E k) * φ k = w k := by
    intro w
    refine ⟨fun k => w k / ((E n : ℂ) - E k), fun k hk => ?_⟩
    have hd : (E n : ℂ) - E k ≠ 0 := fun h =>
      hk (hE (by exact_mod_cast (sub_eq_zero.mp h).symm))
    field_simp
  obtain ⟨φ, hφ⟩ := solve fun k => V k n
  obtain ⟨χ, hχ⟩ := solve fun k => (V *ᵥ φ) k - V n n * φ k
  refine ⟨φ, χ, ?_, ?_⟩ <;> funext k <;> by_cases hk : k = n
  · rw [hk]
    simp only [H0, Pi.add_apply, Pi.smul_apply, smul_eq_mul, mulVec_diagonal,
      mulVec_single_one, col_apply, Pi.single_eq_same]
    linear_combination (-1 : ℂ) * hreal
  · simp only [H0, Pi.add_apply, Pi.smul_apply, smul_eq_mul, mulVec_diagonal,
      mulVec_single_one, col_apply, Pi.single_eq_of_ne hk]
    linear_combination (-1 : ℂ) * hφ k hk
  · rw [hk]
    simp only [H0, Pi.add_apply, Pi.smul_apply, smul_eq_mul, mulVec_diagonal,
      Pi.single_eq_same]
    linear_combination mulVec_firstOrder hV hφ - φ n * hreal
  · simp only [H0, Pi.add_apply, Pi.smul_apply, smul_eq_mul, mulVec_diagonal,
      Pi.single_eq_of_ne hk]
    linear_combination (-1 : ℂ) * hχ k hk - φ k * hreal
```

## Couplings inside a set of levels cancel

Let $S$ be any set of levels that have corrections. Split the sum for each $n\in S$ into states inside and outside $S$. The inner part is

$$A=\sum_{n\in S}\ \sum_{k\in S,\,k\neq n}\frac{|V_{kn}|^2}{E_n-E_k}.$$

Exchanging the names $n$ and $k$ and using the antisymmetry gives $A=-A$, so $A=0$ and

$$\sum_{n\in S}e_2(n)=\sum_{n\in S}\sum_{k\notin S}\frac{|V_{kn}|^2}{E_n-E_k}.$$

In the proof, `full` is the split and `anti` is $A=-A$. For non-interacting electrons in a finite orbital basis, with $S$ the occupied orbitals and $V$ a fixed one-body perturbation, only occupied–empty couplings enter the total second-order energy.

```lean
/-- For Hermitian `V`, the second-order energies of a set `S` of levels add up to the
contributions of the states outside `S` alone. -/
theorem sum_over_set (hV : V.IsHermitian) (S : Finset ι) (e1 e2 : ι → ℝ)
    (h : ∀ n ∈ S, IsCorrection E V n (e1 n) (e2 n)) :
    ∑ n ∈ S, e2 n = ∑ n ∈ S, ∑ k ∈ Sᶜ, ‖V k n‖ ^ 2 / (E n - E k) := by
  have full : ∀ n ∈ S, e2 n = ∑ k ∈ S, ‖V k n‖ ^ 2 / (E n - E k)
      + ∑ k ∈ Sᶜ, ‖V k n‖ ^ 2 / (E n - E k) := by
    intro n hn
    rw [(correction_unique hV (h n hn)).2, Finset.sum_add_sum_compl, secondOrderEnergy]
    exact Finset.sum_erase _ (by simp)
  -- inside `S` the contributions cancel in pairs
  have anti : ∑ n ∈ S, ∑ k ∈ S, ‖V k n‖ ^ 2 / (E n - E k)
      = -∑ n ∈ S, ∑ k ∈ S, ‖V k n‖ ^ 2 / (E n - E k) := by
    conv_lhs => rw [Finset.sum_comm]
    simp only [← Finset.sum_neg_distrib]
    exact Finset.sum_congr rfl fun n _ => Finset.sum_congr rfl fun k _ =>
      contribution_antisymm hV n k
  rw [Finset.sum_congr rfl full, Finset.sum_add_distrib]
  linarith
```

If no level of $S$ lies above a level outside it, every remaining denominator is nonpositive, and so is the sum. For $S$ containing only the ground state, this says that the second-order shift never raises it. The sign also catches an error that the zero total misses: reversing all denominators at once leaves the total zero but makes any nonzero ground-state shift positive.

```lean
/-- For Hermitian `V`, if no level of `S` lies above a level outside `S`, the second-order
energies of `S` have a nonpositive sum. -/
theorem sum_lowest_nonpos (hV : V.IsHermitian) (S : Finset ι) (e1 e2 : ι → ℝ)
    (h : ∀ n ∈ S, IsCorrection E V n (e1 n) (e2 n))
    (hS : ∀ n ∈ S, ∀ k ∉ S, E n ≤ E k) : ∑ n ∈ S, e2 n ≤ 0 := by
  rw [sum_over_set hV S e1 e2 h]
  refine Finset.sum_nonpos fun n hn => Finset.sum_nonpos fun k hk => ?_
  exact div_nonpos_of_nonneg_of_nonpos (by positivity)
    (sub_nonpos.mpr (hS n hn k (Finset.mem_compl.mp hk)))
```

The same pairing works with weights $w_n$ that do not increase with energy, such as thermal populations. For distinct levels, each pair contributes

$$(w_n-w_k)\frac{|V_{kn}|^2}{E_n-E_k}\le 0$$

to $\sum_n w_n\varepsilon_n$, so the weighted sum is nonpositive. This variant rests on the argument just given and has no Lean proof here.

## The sum over all levels and the trace

If $S$ contains every level, nothing lies outside it and $\sum_n\varepsilon_n=0$. The trace adds the diagonal elements:

$$\operatorname{tr}(H_0+tV)=\sum_n\,(E_n+tV_{nn}).$$

The theorem has three parts, all for distinct levels and Hermitian $V$: the textbook energies solve the perturbation equations for every level, those of second order sum to zero, and the trace is the sum of the energies through first order for every real $t$. The proof takes the first part from `correction_exists`, applies `sum_over_set` to `Finset.univ` for the second, and expands the diagonal for the third.

The trace is also the sum of the exact eigenvalues, and it is linear in $t$, which agrees with a vanishing second-order total. That comparison needs one step that is not proved here: identifying $e_1$ and $e_2$ with the expansion coefficients of the exact eigenvalues. Here they are defined by the perturbation equations alone.

```lean
/-- For pairwise distinct levels and Hermitian `V`, the textbook energies solve the
perturbation equations, those of second order sum to zero, and the trace of `H0 + t V`
is the sum of the energies through first order. -/
theorem second_order_sum_rule (hE : Function.Injective E) (hV : V.IsHermitian) :
    (∀ n, IsCorrection E V n (V n n).re (secondOrderEnergy E V n)) ∧
    ∑ n, secondOrderEnergy E V n = 0 ∧
    ∀ t : ℝ, trace (H0 E + (t : ℂ) • V) = ((∑ n, (E n + t * (V n n).re) : ℝ) : ℂ) := by
  have hreal : ∀ n, ((V n n).re : ℂ) = V n n := fun n =>
    Complex.conj_eq_iff_re.mp (hV.apply n n)
  refine ⟨correction_exists hE hV, ?_, fun t => ?_⟩
  · have h := sum_over_set hV Finset.univ (fun n => (V n n).re) (secondOrderEnergy E V)
      (fun n _ => correction_exists hE hV n)
    simpa using h
  · simp only [H0, trace, diag_apply, Matrix.add_apply, Matrix.smul_apply, diagonal_apply_eq,
      smul_eq_mul, Complex.ofReal_sum, Complex.ofReal_add, Complex.ofReal_mul, hreal]
```

## The trace of the squared Hamiltonian

Since $\operatorname{tr}(H_0V)=\operatorname{tr}(VH_0)$,

$$\operatorname{tr}(H_0+tV)^2=\sum_nE_n^2+2t\sum_nE_nV_{nn}+t^2\sum_{n,k}|V_{kn}|^2 .$$

Squaring $E_n+tV_{nn}+t^2\varepsilon_n$ and dropping the powers above $t^2$ gives

$$E_n^2+2tE_nV_{nn}+t^2\,(V_{nn}^2+2E_n\varepsilon_n).$$

It remains to match the $t^2$ terms. For $k\neq n$,

$$|V_{kn}|^2=E_n\frac{|V_{kn}|^2}{E_n-E_k}+E_k\frac{|V_{nk}|^2}{E_k-E_n}.$$

Summed over all $n$ and all $k\neq n$, each term on the right gives $\sum_nE_n\varepsilon_n$. With the diagonal elements,

$$\sum_{n,k}|V_{kn}|^2=\sum_n\,(V_{nn}^2+2E_n\varepsilon_n).$$

In Lean, `P` is the identity for one pair, `swap` renames the summation indices, `Q` is the summed identity, and `expand` with `t1`, `t2`, `t3` evaluates the trace. The equality holds for every real $t$, not only for small ones. For $t\neq0$ it would fail if two equal levels were coupled to each other: their coupling counts in the trace, while its term in $\varepsilon_n$ has a zero denominator and is set to zero by Lean.

```lean
/-- For pairwise distinct levels and Hermitian `V`, the trace of `(H0 + t V)²` is the sum
of the squared perturbative energies, kept through order `t²`. -/
theorem trace_sq (hE : Function.Injective E) (hV : V.IsHermitian) (t : ℝ) :
    trace ((H0 E + (t : ℂ) • V) * (H0 E + (t : ℂ) • V)) =
      ((∑ n, (E n ^ 2 + 2 * t * (E n * (V n n).re)
        + t ^ 2 * ((V n n).re ^ 2 + 2 * E n * secondOrderEnergy E V n)) : ℝ) : ℂ) := by
  have hreal : ∀ n, ((V n n).re : ℂ) = V n n := fun n =>
    Complex.conj_eq_iff_re.mp (hV.apply n n)
  -- each squared coupling is recovered from the two opposite contributions
  have P : ∀ n k, ‖V k n‖ ^ 2 = (if k = n then (V n n).re ^ 2 else 0)
      + E n * (‖V k n‖ ^ 2 / (E n - E k)) + E k * (‖V n k‖ ^ 2 / (E k - E n)) := by
    intro n k
    by_cases hk : k = n
    · have him : (V n n).im = 0 := Complex.conj_eq_iff_im.mp (hV.apply n n)
      have hn : ‖V n n‖ ^ 2 = (V n n).re ^ 2 := by
        rw [← Complex.normSq_eq_norm_sq, Complex.normSq_apply, him]
        ring
      rw [hk, hn]
      simp
    · have hd : E n - E k ≠ 0 := fun h => hk (hE (sub_eq_zero.mp h).symm)
      rw [contribution_antisymm hV n k, if_neg hk]
      linear_combination (-1 : ℝ) * div_mul_cancel₀ (‖V k n‖ ^ 2) hd
  have full : ∀ n, ∑ k, ‖V k n‖ ^ 2 / (E n - E k) = secondOrderEnergy E V n :=
    fun n => (Finset.sum_erase _ (by simp)).symm
  have Q : ∑ n, ∑ k, ‖V k n‖ ^ 2
      = ∑ n, ((V n n).re ^ 2 + 2 * E n * secondOrderEnergy E V n) := by
    have swap : ∑ n, ∑ k, E k * (‖V n k‖ ^ 2 / (E k - E n))
        = ∑ n, E n * secondOrderEnergy E V n := by
      rw [Finset.sum_comm]
      simp only [← Finset.mul_sum, full]
    rw [Finset.sum_congr rfl fun n _ => Finset.sum_congr rfl fun k _ => P n k]
    simp only [Finset.sum_add_distrib, swap]
    simp only [← Finset.mul_sum, full, Finset.sum_ite_eq', Finset.mem_univ, if_true]
    rw [add_assoc, ← Finset.sum_add_distrib]
    congr 1
    exact Finset.sum_congr rfl fun n _ => by ring
  have t1 : trace (H0 E * H0 E) = ((∑ n, E n ^ 2 : ℝ) : ℂ) := by
    simp [H0, diagonal_mul_diagonal, trace_diagonal, pow_two]
  have t2 : trace (H0 E * V) = ((∑ n, E n * (V n n).re : ℝ) : ℂ) := by
    simp only [H0, trace, diag_apply, diagonal_mul, Complex.ofReal_sum,
      Complex.ofReal_mul, hreal]
  have t3 : trace (V * V) = ((∑ n, ∑ k, ‖V k n‖ ^ 2 : ℝ) : ℂ) := by
    simp only [trace, diag_apply, mul_apply, coupling_mul hV, Complex.ofReal_sum]
  rw [Q] at t3
  have expand : trace ((H0 E + (t : ℂ) • V) * (H0 E + (t : ℂ) • V)) =
      trace (H0 E * H0 E) + 2 * (t : ℂ) * trace (H0 E * V)
        + (t : ℂ) ^ 2 * trace (V * V) := by
    simp only [add_mul, mul_add, smul_mul_assoc, mul_smul_comm, trace_add, trace_smul,
      smul_eq_mul, trace_mul_comm V (H0 E)]
    ring
  have R : ∑ n, (E n ^ 2 + 2 * t * (E n * (V n n).re)
        + t ^ 2 * ((V n n).re ^ 2 + 2 * E n * secondOrderEnergy E V n))
      = ∑ n, E n ^ 2 + 2 * t * ∑ n, E n * (V n n).re
        + t ^ 2 * ∑ n, ((V n n).re ^ 2 + 2 * E n * secondOrderEnergy E V n) := by
    simp only [Finset.sum_add_distrib, Finset.mul_sum, mul_add]
  rw [expand, t1, t2, t3, R]
  simp only [Complex.ofReal_add, Complex.ofReal_mul, Complex.ofReal_pow, Complex.ofReal_ofNat]

end

end SecondOrderSumRule
```

```lean
#print axioms SecondOrderSumRule.sum_lowest_nonpos
-- 'SecondOrderSumRule.sum_lowest_nonpos' depends on axioms: [propext, Classical.choice, Quot.sound]
#print axioms SecondOrderSumRule.second_order_sum_rule
-- 'SecondOrderSumRule.second_order_sum_rule' depends on axioms: [propext, Classical.choice, Quot.sound]
#print axioms SecondOrderSumRule.trace_sq
-- 'SecondOrderSumRule.trace_sq' depends on axioms: [propext, Classical.choice, Quot.sound]
```
